# A lower bound on the number of Cholesky vectors from the trace and largest eigenvalue of the integral matrix

## Can a better pivot order always save vectors?

Suppose I describe a truncated Cholesky decomposition of the two-electron integrals only by its result: m real vectors, the columns of a matrix L, such that the residual V − L Lᵀ is positive semidefinite and has no diagonal entry above a threshold δ. Here V is the integral matrix over orbital-pair indices. In auxiliary-field Monte Carlo each vector costs me one auxiliary field, so I would like m to be small. I keep trying other pivot orders at the same δ, and m hardly moves. Is there a floor that I can compute from V itself, or might a cleverer choice of vectors still do much better?

## A floor that no choice of vectors gets below

Describing the decomposition by its result, as you do, is the right choice for this question, because a bound derived from it holds for every pivot order and also for vectors that come from no pivoting at all. Let n be the number of pair indices, and let M be the largest eigenvalue of V. If V is not zero, then M > 0 and

m ≥ (tr V − n δ) / M.

The floor is positive when δ is below the mean diagonal entry tr V / n; otherwise the right-hand side is zero or negative. Even a positive floor can be weak: if tr V − n δ is at most M, it says no more than m ≥ 1. For a finite real integral matrix and a positive semidefinite residual, it limits how few auxiliary fields such a decomposition can give at threshold δ.

### Counting eigenvalues under a ceiling

Write A = L Lᵀ for the approximate integral matrix. The argument uses only that V is positive semidefinite and nonzero, that V − A is positive semidefinite, and that its diagonal entries are at most δ.

First, M is positive. A nonzero symmetric matrix has an eigenvalue t ≠ 0, with a real eigenvector x ≠ 0. Since V is positive semidefinite,

t xᵀx = xᵀV x ≥ 0,

so t > 0, and M ≥ t.

Second, M bounds the quadratic form of V. Let β be an eigenvalue of M I − V, where I is the identity matrix, and let y be its eigenvector. Then

V y = (M − β) y,

so M − β is an eigenvalue of V and cannot exceed M. Hence β ≥ 0 for every such β, M I − V is positive semidefinite, and for all x

xᵀV x ≤ M xᵀx.

Third, A inherits this ceiling:

xᵀA x = xᵀV x − xᵀ(V − A) x ≤ M xᵀx.

Putting an eigenvector of A in place of x shows that every eigenvalue of A is at most M. The trace of A is the sum of its nonzero eigenvalues, and there are rank A of them, counted with multiplicity. Therefore

tr A ≤ M rank A.

Fourth, the threshold limits the trace that is left over:

tr V − tr A = Σᵢ (V − A)ᵢᵢ ≤ n δ.

Together these give

tr V − n δ ≤ tr A ≤ M rank A,

and division by M gives the bound on rank A. Since L has m columns, rank(L Lᵀ) ≤ m, and the bound on m follows.

If every diagonal integral satisfies Vᵢᵢ ≥ d > 0, then tr V ≥ n d, and

m ≥ n (d − δ) / M.

The diagonal test alone would not be enough. Take V = I and let A be the matrix with every entry 1. Then V − A has zero diagonal and A has rank 1, whereas the formula with δ = 0 would demand rank at least n. For n ≥ 2 this fails, and V − A is indeed not positive semidefinite.

The bound can be attained. For 0 ≤ δ ≤ 1, take the two-by-two matrix with diagonal entries 1 + δ and off-diagonal entries 1 − δ. Its eigenvalues are 2 and 2δ, so M = 2. The single vector (1, 1) leaves a residual with diagonal δ and off-diagonal −δ, whose quadratic form is

δ (x₀ − x₁)² ≥ 0.

The floor is (2 + 2δ − 2δ)/2 = 1, which is the number of vectors used. This is a matrix example, not one computed from orbitals. For 0 < δ ≤ 1 the vector (1, 1) does not come from pivoted Cholesky: one pivot step leaves a diagonal entry 4δ/(1 + δ) > δ, so that algorithm needs two vectors here.

Here is the Lean file with these results.

```lean
import Mathlib

open Matrix

namespace CholeskyRankBound

variable {n : Type*} [Fintype n] [DecidableEq n]

/-- `M` is the largest eigenvalue of the real matrix `V`: the greatest `μ` for which
`V x = μ x` has a nonzero real solution `x`. -/
def IsLargestEigenvalue (V : Matrix n n ℝ) (M : ℝ) : Prop :=
  IsGreatest {μ : ℝ | ∃ x : n → ℝ, x ≠ 0 ∧ V *ᵥ x = μ • x} M

/-- Each eigenvalue in the spectral decomposition of a real symmetric matrix has a nonzero
real eigenvector. -/
theorem exists_eigenvector {A : Matrix n n ℝ} (hA : A.IsHermitian) (i : n) :
    ∃ x : n → ℝ, x ≠ 0 ∧ A *ᵥ x = hA.eigenvalues i • x :=
  ⟨(hA.eigenvectorBasis i).ofLp,
    fun h => hA.eigenvectorBasis.orthonormal.ne_zero i (by ext j; exact congrFun h j),
    hA.mulVec_eigenvectorBasis i⟩

/-- Variational bound: the quadratic form of a real symmetric matrix is at most its largest
eigenvalue times the squared length of the vector. -/
theorem form_le_largest {V : Matrix n n ℝ} {M : ℝ} (hV : V.IsHermitian)
    (hM : IsLargestEigenvalue V M) (x : n → ℝ) : x ⬝ᵥ V *ᵥ x ≤ M * (x ⬝ᵥ x) := by
  have hB : (M • (1 : Matrix n n ℝ) - V).IsHermitian := by
    unfold Matrix.IsHermitian
    rw [conjTranspose_sub, conjTranspose_smul, conjTranspose_one, hV.eq, star_trivial]
  -- an eigenvalue β of M - V is an eigenvalue M - β of V, hence β ≥ 0
  have hpos : (M • (1 : Matrix n n ℝ) - V).PosSemidef := by
    refine hB.posSemidef_iff_eigenvalues_nonneg.mpr fun i => ?_
    obtain ⟨y, hy, he⟩ := exists_eigenvector hB i
    simp only [Matrix.sub_mulVec, Matrix.smul_mulVec, Matrix.one_mulVec] at he
    have hVy : V *ᵥ y = (M - hB.eigenvalues i) • y := by
      rw [sub_smul, ← he, sub_sub_cancel]
    have hle : M - hB.eigenvalues i ≤ M := hM.2 ⟨y, hy, hVy⟩
    show 0 ≤ hB.eigenvalues i
    linarith
  have h := hpos.dotProduct_mulVec_nonneg x
  simp only [star_trivial, Matrix.sub_mulVec, Matrix.smul_mulVec, Matrix.one_mulVec,
    dotProduct_sub, dotProduct_smul, smul_eq_mul] at h
  linarith

/-- If the quadratic form of a real symmetric matrix is at most `M` times the squared length,
then its trace is at most its rank times `M`. -/
theorem trace_le_rank_mul {A : Matrix n n ℝ} {M : ℝ} (hA : A.IsHermitian)
    (h : ∀ x : n → ℝ, x ⬝ᵥ A *ᵥ x ≤ M * (x ⬝ᵥ x)) : A.trace ≤ A.rank * M := by
  classical
  have hle : ∀ i, hA.eigenvalues i ≤ M := by
    intro i
    obtain ⟨x, hx, he⟩ := exists_eigenvector hA i
    have h0 : 0 ≤ x ⬝ᵥ x := Finset.sum_nonneg fun j _ => mul_self_nonneg (x j)
    have h1 : x ⬝ᵥ x ≠ 0 := fun h => hx (dotProduct_self_eq_zero.mp h)
    have h2 := h x
    rw [he, dotProduct_smul, smul_eq_mul] at h2
    exact le_of_mul_le_mul_right h2 (lt_of_le_of_ne h0 h1.symm)
  have htr : A.trace = ∑ i, hA.eigenvalues i := by
    simpa using hA.trace_eq_sum_eigenvalues
  -- only the nonzero eigenvalues contribute, and the rank counts them
  rw [htr, hA.rank_eq_card_non_zero_eigs, Fintype.card_subtype,
    ← Finset.sum_filter_ne_zero, ← nsmul_eq_mul]
  exact Finset.sum_le_card_nsmul _ _ _ fun i _ => hle i

omit [DecidableEq n] in
/-- The largest eigenvalue of a nonzero real positive semidefinite matrix is positive. -/
theorem largest_pos {V : Matrix n n ℝ} {M : ℝ} (hV : V.PosSemidef) (hne : V ≠ 0)
    (hM : IsLargestEigenvalue V M) : 0 < M := by
  obtain ⟨x, t, ht, hx, he⟩ := hV.1.exists_eigenvector_of_ne_zero hne
  have h0 : 0 ≤ x ⬝ᵥ x := Finset.sum_nonneg fun j _ => mul_self_nonneg (x j)
  have h1 : x ⬝ᵥ x ≠ 0 := fun h => hx (dotProduct_self_eq_zero.mp h)
  have h2 := hV.dotProduct_mulVec_nonneg x
  rw [star_trivial, he, dotProduct_smul, smul_eq_mul] at h2
  have h3 : 0 ≤ t := nonneg_of_mul_nonneg_left h2 (lt_of_le_of_ne h0 h1.symm)
  exact (lt_of_le_of_ne h3 ht.symm).trans_le (hM.2 ⟨x, hx, he⟩)

/-- Let `V` be a nonzero real positive semidefinite matrix with largest eigenvalue `M`. If
`V - A` is positive semidefinite with all diagonal entries at most `δ`, then `M > 0` and the
rank of `A` is at least `(tr V - n δ) / M`. -/
theorem rank_lower_bound {V A : Matrix n n ℝ} {M δ : ℝ} (hV : V.PosSemidef) (hne : V ≠ 0)
    (hM : IsLargestEigenvalue V M) (hR : (V - A).PosSemidef)
    (hδ : ∀ i, (V - A) i i ≤ δ) :
    0 < M ∧ (V.trace - Fintype.card n * δ) / M ≤ A.rank := by
  have hpos := largest_pos hV hne hM
  refine ⟨hpos, ?_⟩
  have hA : A.IsHermitian := by
    have h := hV.1.sub hR.1
    rwa [sub_sub_cancel] at h
  -- A lies below V, so its quadratic form obeys the same bound
  have hform : ∀ x : n → ℝ, x ⬝ᵥ A *ᵥ x ≤ M * (x ⬝ᵥ x) := by
    intro x
    have h := hR.dotProduct_mulVec_nonneg x
    rw [star_trivial, Matrix.sub_mulVec, dotProduct_sub] at h
    linarith [form_le_largest hV.1 hM x]
  -- the threshold limits the trace that is left over
  have hres : (V - A).trace ≤ Fintype.card n * δ := by
    have h := Finset.sum_le_card_nsmul Finset.univ (fun i => (V - A) i i) δ fun i _ => hδ i
    rwa [nsmul_eq_mul, Finset.card_univ] at h
  rw [Matrix.trace_sub] at hres
  rw [div_le_iff₀ hpos]
  linarith [trace_le_rank_mul hA hform]

/-- Let `V` be nonzero with largest eigenvalue `M`, and let the `m` columns of `L` be real vectors
whose residual `V - L Lᵀ` is positive semidefinite with diagonal at most `δ`. Then `M > 0` and `m`
is at least `(tr V - n δ) / M`. -/
theorem cholesky_count_lower_bound {m : ℕ} {V : Matrix n n ℝ} {L : Matrix n (Fin m) ℝ}
    {M δ : ℝ} (hne : V ≠ 0) (hM : IsLargestEigenvalue V M)
    (hR : (V - L * Lᵀ).PosSemidef) (hδ : ∀ i, (V - L * Lᵀ) i i ≤ δ) :
    0 < M ∧ (V.trace - Fintype.card n * δ) / M ≤ m := by
  have hV : V.PosSemidef := by
    have h := hR.add (Matrix.posSemidef_self_mul_conjTranspose L)
    rwa [conjTranspose_eq_transpose_of_trivial, sub_add_cancel] at h
  obtain ⟨hpos, hb⟩ := rank_lower_bound hV hne hM hR hδ
  have hr : (L * Lᵀ).rank ≤ m := by
    have h := (Matrix.rank_mul_le_left L Lᵀ).trans L.rank_le_card_width
    rwa [Fintype.card_fin] at h
  exact ⟨hpos, hb.trans (by exact_mod_cast hr)⟩

/-- If all diagonal entries `V i i` are at least `d > 0`, `M` is the largest eigenvalue of `V`, and
the `m` columns of `L` leave a positive semidefinite residual `V - L Lᵀ` with diagonal at most `δ`,
then `M > 0` and `m` is at least `n (d - δ) / M`. -/
theorem cholesky_count_linear {m : ℕ} {V : Matrix n n ℝ} {L : Matrix n (Fin m) ℝ}
    {M δ d : ℝ} (hd : 0 < d) (hdiag : ∀ i, d ≤ V i i) (hM : IsLargestEigenvalue V M)
    (hR : (V - L * Lᵀ).PosSemidef) (hδ : ∀ i, (V - L * Lᵀ) i i ≤ δ) :
    0 < M ∧ Fintype.card n * (d - δ) / M ≤ m := by
  have hne : V ≠ 0 := by
    rintro rfl
    obtain ⟨x, hx, -⟩ := hM.1
    obtain ⟨i, -⟩ := Function.ne_iff.mp hx
    exact absurd (hdiag i) (not_le_of_gt hd)
  obtain ⟨hpos, hb⟩ := cholesky_count_lower_bound hne hM hR hδ
  have htr : Fintype.card n * d ≤ V.trace := by
    have h := Finset.card_nsmul_le_sum Finset.univ (fun i => V i i) d fun i _ => hdiag i
    rwa [nsmul_eq_mul, Finset.card_univ] at h
  refine ⟨hpos, le_trans ?_ hb⟩
  rw [div_le_div_iff_of_pos_right hpos]
  linarith

/-- The real symmetric two-by-two matrix with diagonal `1 + δ` and off-diagonal `1 - δ`. -/
def pairV (δ : ℝ) : Matrix (Fin 2) (Fin 2) ℝ := !![1 + δ, 1 - δ; 1 - δ, 1 + δ]

/-- The vector `(1, 1)`, written as a one-column matrix. -/
def pairL : Matrix (Fin 2) (Fin 1) ℝ := !![1; 1]

/-- The bound is sharp for every `0 ≤ δ ≤ 1`: for `pairV δ`, with largest eigenvalue 2, the one
vector `pairL` leaves a positive semidefinite residual with diagonal `δ`, and
`(tr V - 2 δ) / 2` equals 1. -/
theorem bound_attained {δ : ℝ} (h0 : 0 ≤ δ) (h1 : δ ≤ 1) :
    (pairV δ - pairL * pairLᵀ).PosSemidef ∧ (∀ i, (pairV δ - pairL * pairLᵀ) i i = δ) ∧
      IsLargestEigenvalue (pairV δ) 2 ∧ ((pairV δ).trace - 2 * δ) / 2 = 1 := by
  have hres : pairV δ - pairL * pairLᵀ = !![δ, -δ; -δ, δ] := by
    ext i j
    simp only [Matrix.sub_apply, Matrix.mul_apply, Matrix.transpose_apply,
      Finset.univ_unique, Finset.sum_singleton]
    fin_cases i <;> fin_cases j <;> simp [pairV, pairL]
  rw [hres]
  refine ⟨Matrix.PosSemidef.of_dotProduct_mulVec_nonneg ?_ ?_, ?_, ⟨?_, ?_⟩, ?_⟩
  · ext i j
    fin_cases i <;> fin_cases j <;> simp
  · intro x
    have h : star x ⬝ᵥ !![δ, -δ; -δ, δ] *ᵥ x = δ * (x 0 - x 1) ^ 2 := by
      simp [Matrix.mulVec, dotProduct, Fin.sum_univ_two]
      ring
    rw [h]
    positivity
  · intro i
    fin_cases i <;> simp
  · refine ⟨![1, 1], fun h => by simpa using congrFun h 0, ?_⟩
    ext i
    fin_cases i <;> simp [pairV, Matrix.mulVec, dotProduct, Fin.sum_univ_two] <;> ring
  · rintro μ ⟨x, hx, he⟩
    by_contra hμ
    have hμ' : 2 < μ := not_le.mp hμ
    have e0 := congrFun he 0
    have e1 := congrFun he 1
    simp [pairV, Matrix.mulVec, dotProduct, Fin.sum_univ_two] at e0 e1
    -- the even and odd combinations of the components both vanish
    have hs : (2 - μ) * (x 0 + x 1) = 0 := by linear_combination e0 + e1
    have hd : (2 * δ - μ) * (x 0 - x 1) = 0 := by linear_combination e0 - e1
    have hs' := (mul_eq_zero.mp hs).resolve_left (by linarith)
    have hd' := (mul_eq_zero.mp hd).resolve_left (by linarith)
    apply hx
    ext i
    fin_cases i
    · show x 0 = 0
      linarith
    · show x 1 = 0
      linarith
  · rw [Matrix.trace_fin_two]
    simp [pairV]
    ring

end CholeskyRankBound
```

```lean
#print axioms CholeskyRankBound.cholesky_count_lower_bound
#print axioms CholeskyRankBound.cholesky_count_linear
#print axioms CholeskyRankBound.bound_attained
```

```
'CholeskyRankBound.cholesky_count_lower_bound' depends on axioms: [propext, Classical.choice, Quot.sound]
'CholeskyRankBound.cholesky_count_linear' depends on axioms: [propext, Classical.choice, Quot.sound]
'CholeskyRankBound.bound_attained' depends on axioms: [propext, Classical.choice, Quot.sound]
```

### What the theorems say about integrals

The index type `n` labels the orbital pairs, and `Fintype.card n` is their number. For real orbitals, a diagonal entry `V i i` is the Coulomb self-repulsion of one pair density. `PosSemidef` includes symmetry, and for an integral matrix it expresses that no charge distribution built from the pair densities has negative Coulomb self-energy.

`IsLargestEigenvalue V M` says that `M` is the greatest real number μ for which V x = μ x has a nonzero real solution. The value is thus attained by an eigenvector and is not merely an upper bound.

`rank_lower_bound` is the general statement about `A`. It does not assume that `A` is positive semidefinite, or even symmetric; symmetry follows from that of V and V − A. The positivity of `M` is part of the conclusion, so the quotient is a genuine division.

`cholesky_count_lower_bound` is the answer to your question. The matrix `L` has columns indexed by `Fin m`, which need be neither triangular in pattern nor linearly independent. Positive semidefiniteness of V is not a hypothesis here, because V is the sum of the residual and L Lᵀ, both positive semidefinite. The number δ is the largest self-repulsion error tolerated for any single pair density.

`cholesky_count_linear` adds the constant `d`, a minimum self-repulsion shared by all pair densities in the list. This is a strong condition: a product of two distant, localised orbitals has a very small self-repulsion, so such pairs force `d` to be small unless they are screened out beforehand. The bound grows linearly with the number of pairs if the ratio (d − δ)/M stays fixed and positive, but the theorem does not say how `M` changes as a system grows.

`bound_attained` gives equality for the two-by-two family above, including both ends δ = 0 and δ = 1. It makes no statement about equality for larger matrices.

The pivoting algorithm itself is not modelled, nor is rounding. If rounding leaves a residual with a negative eigenvalue, the hypothesis `hR` fails. The integrals are assumed real; complex integrals would need a Hermitian version.

### From eigenvectors to the count

`exists_eigenvector` takes an eigenvalue from Mathlib's spectral decomposition of a symmetric matrix and supplies a nonzero real eigenvector. It connects that decomposition to the definition of `M` through the equation V x = μ x.

`form_le_largest` is the second step of the derivation. It applies `exists_eigenvector` to M I − V, rearranges the eigenvalue equation into `hVy`, and uses the maximality `hM.2` to get a nonnegative eigenvalue. The criterion `posSemidef_iff_eigenvalues_nonneg` then turns this into the inequality between quadratic forms.

`trace_le_rank_mul` does the counting. Its `hle` bounds each eigenvalue by `M`, cancelling the positive squared length of the eigenvector. The trace is rewritten as a sum of eigenvalues and the rank as the number of nonzero ones. After the zero terms are removed, `Finset.sum_le_card_nsmul` bounds the sum by the number of terms times `M`.

`largest_pos` is the first step, with the same eigenvalue t. In `rank_lower_bound`, `hform` passes the ceiling from V to `A`, and `hres` sums the diagonal threshold. The rewrite with `div_le_iff₀` clears the positive denominator, and `linarith` combines the two trace inequalities.

For Cholesky vectors, `cholesky_count_lower_bound` first recovers positivity of V and then bounds the rank of the product by the rank of `L`, and that by its number of columns. `cholesky_count_linear` shows that V is nonzero as follows: the eigenvector belonging to `M` has a nonzero component, so there is at least one index, and the diagonal entry there is at least d > 0. Summing the diagonal bound gives `htr`, which replaces the trace by n d.

In `bound_attained`, the residual is computed entry by entry and its quadratic form is written as the square above. The vector (1, 1) shows that 2 is an eigenvalue. To exclude a larger eigenvalue μ, the proof adds and subtracts the two component equations:

(2 − μ)(x₀ + x₁) = 0,

(2δ − μ)(x₀ − x₁) = 0.

If μ > 2, then also μ > 2δ, because δ ≤ 1. Both combinations of components therefore vanish, so x = 0, which contradicts x being an eigenvector.

For your search over pivot orders, compute (tr V − n δ)/M and, if it is not an integer, round it up to one. If m already equals that number, no other choice of vectors satisfying the same residual conditions can be shorter. If m is larger, the bound leaves open whether a shorter choice exists.
